# A power step can lower the Rayleigh quotient of an indefinite symmetric two-level operator

The declaration `indefinite_counterexample` concerns the diagonal operator on ℂ² with entries 1 and −2. It states that this operator is symmetric, and that applying it once to the unnormalised vector (1, 1) strictly lowers the Rayleigh quotient, the expectation value divided by the squared norm. The step gives (1, −2), and the quotient falls from −1/2 to −7/5. The attempt splits the claim in two, proving symmetry by expanding the inner products with `simp` and finishing with `ring`, and the inequality by `simp` and `norm_num`.

The failing Lean file:

```lean
import Mathlib

open Complex

namespace PowerIterationRayleigh

noncomputable section

variable {E : Type*} [NormedAddCommGroup E] [InnerProductSpace ℂ E]

/-- The expectation value `⟨x, A x⟩` (its real part) in the unnormalised state `x`. -/
def expect (A : E →ₗ[ℂ] E) (x : E) : ℝ := (inner ℂ x (A x)).re

/-- The Rayleigh quotient `⟨x, A x⟩ / ⟨x, x⟩`, for nonzero `x`. -/
def rayleigh (A : E →ₗ[ℂ] E) (x : E) : ℝ := expect A x / ‖x‖ ^ 2

/-- The diagonal operator with real entries `a` and `b` on a two-level system. -/
def twoLevel (a b : ℝ) : EuclideanSpace ℂ (Fin 2) →ₗ[ℂ] EuclideanSpace ℂ (Fin 2) where
  toFun v := !₂[(a : ℂ) * v 0, (b : ℂ) * v 1]
  map_add' v w := by
    ext i
    fin_cases i <;> simp [mul_add]
  map_smul' c v := by
    ext i
    fin_cases i <;> simp [mul_left_comm]

/-- The diagonal two-level operator with real entries is symmetric. -/
theorem twoLevel_isSymmetric (a b : ℝ) : (twoLevel a b).IsSymmetric := by
  intro v w
  simp only [twoLevel, LinearMap.coe_mk, AddHom.coe_mk, PiLp.inner_apply, Fin.sum_univ_two]
  simp [Complex.conj_ofReal]
  ring

/-- For the symmetric two-level operator with entries 1 and -2, a power step from (1, 1)
strictly lowers the Rayleigh quotient. -/
theorem indefinite_counterexample : (twoLevel 1 (-2)).IsSymmetric ∧
    rayleigh (twoLevel 1 (-2)) (twoLevel 1 (-2) !₂[1, 1]) <
      rayleigh (twoLevel 1 (-2)) !₂[1, 1] := by
  constructor
  · intro v w
    simp [twoLevel, PiLp.inner_apply, Fin.sum_univ_two]
    ring
  · simp [rayleigh, expect, twoLevel, EuclideanSpace.norm_sq_eq, PiLp.inner_apply,
      Fin.sum_univ_two]
    norm_num

end

end PowerIterationRayleigh
```

The error:

```
Try this:
  [apply] ring_nf
  
  The `ring` tactic failed to close the goal. Use `ring_nf` to obtain a normal form.
    
  Note that `ring` works primarily in *commutative* rings. If you have a noncommutative ring, abelian group or module, consider using `noncomm_ring`, `abel` or `module` instead.
Main.lean:40:2: error: unsolved goals
case left
v w : EuclideanSpace ℂ (Fin 2)
⊢ w.ofLp 1 * (starRingEnd ℂ) 2 * (starRingEnd ℂ) (v.ofLp 1) = w.ofLp 1 * (starRingEnd ℂ) (v.ofLp 1) * 2
```

The change, after which it compiles:

```diff
@@ -37,11 +37,8 @@
     rayleigh (twoLevel 1 (-2)) (twoLevel 1 (-2) !₂[1, 1]) <
       rayleigh (twoLevel 1 (-2)) !₂[1, 1] := by
-  constructor
-  · intro v w
-    simp [twoLevel, PiLp.inner_apply, Fin.sum_univ_two]
-    ring
-  · simp [rayleigh, expect, twoLevel, EuclideanSpace.norm_sq_eq, PiLp.inner_apply,
-      Fin.sum_univ_two]
-    norm_num
+  refine ⟨twoLevel_isSymmetric 1 (-2), ?_⟩
+  simp [rayleigh, expect, twoLevel, EuclideanSpace.norm_sq_eq, PiLp.inner_apply,
+    Fin.sum_univ_two]
+  norm_num
 
 end
```

The error is in the symmetry half. `ring` could not close the goal, and the "Try this" message only offers `ring_nf` to obtain a normal form. In the goal that remains, the two sides differ only in that the left has `(starRingEnd ℂ) 2`, the complex conjugate of 2, where the right has `2`. These are equal, but `ring` does not evaluate conjugation and treats the conjugate as an opaque factor. The entry −2 began as a real number cast into ℂ, the form `Complex.conj_ofReal` needs, but `simp` had turned it into a complex numeral and left the conjugate of 2 standing.

The repair takes symmetry from the earlier theorem `twoLevel_isSymmetric`, applied to 1 and −2. That theorem is proved for variables `a` and `b`, whose casts stay visible, so `Complex.conj_ofReal` can remove the conjugates before `ring` runs. The `refine` supplies this proof and leaves the inequality as the only goal. The inequality's proof is unchanged apart from layout.
